# At finite broadening, an adsorbate level's energy, self-energy and self-energy derivative give the change in the total density of states

To plot how one adsorbed atom changes the total density of states of a tight-binding cluster, I don't diagonalise the coupled system. I take the bare cluster Hamiltonian $H_b$, the atom's level $e_a$ and the coupling vector $V$, compute the self-energy $S(z)=V^\dagger(z-H_b)^{-1}V$, and evaluate

$$-\frac1\pi\,\mathrm{Im}\,\frac{1-S'(z)}{z-e_a-S(z)},\qquad z=E+i\eta,$$

at energy $E$ with broadening $\eta>0$. The atom's own Green's function is only $1/(z-e_a-S(z))$. So where does the $-S'$ come from, and is the formula still right when the coupling is strong or the broadening large?

## The derivative term is the change inside the substrate

The $-S'$ term is the change in the density of states on the substrate orbitals. For the density of states in which each level is broadened into a Lorentzian of half-width $\eta$, the formula is exact at any coupling strength and any $\eta>0$, provided that the system is finite and non-interacting, the orbitals are orthonormal, the atom brings a single orbital with real $e_a$, and $H_b$ is Hermitian and unchanged by adsorption.

Put the atom first in the basis and write $G_b(z)=(z-H_b)^{-1}$. The coupled Hamiltonian $H$ satisfies

$$z-H=\begin{pmatrix} z-e_a & -V^\dagger\\ -V & z-H_b\end{pmatrix}.$$

**Both resolvents exist.** Let $z$ be nonreal and suppose $(z-H)v=0$. Then $z\,v^\dagger v=v^\dagger Hv$. The right side is real because $H$ is Hermitian, so $v^\dagger v=0$ and $v=0$. The same argument applies to $H_b$.

**The derivative of the self-energy.** For nonreal $w$ and $z$,

$$G_b(w)-G_b(z)=G_b(w)\big[(z-H_b)-(w-H_b)\big]G_b(z)=(z-w)\,G_b(w)G_b(z).$$

Place this between $V^\dagger$ and $V$, divide by $w-z$ and let $w\to z$. Since $G_b$ is continuous at $z$,

$$S'(z)=-V^\dagger G_b(z)^2V.$$

**The denominator is nonzero.** Add $V^\dagger G_b$ times the second block row of $z-H$ to the first. The first row becomes $(z-e_a-S,\;0)$, so

$$\det(z-H)=\det(z-H_b)\,\big(z-e_a-S(z)\big).$$

The left side is nonzero, hence so is the last factor.

**The inverse and its trace.** With $g=1/(z-e_a-S)$,

$$(z-H)^{-1}=\begin{pmatrix} g & g\,V^\dagger G_b\\ g\,G_bV & G_b+g\,G_bVV^\dagger G_b\end{pmatrix}.$$

To check this, multiply by $z-H$ from the left. The four blocks are

- top left: $g(z-e_a)-gS=1$;
- top right: $[g(z-e_a-S)-1]\,V^\dagger G_b=0$;
- bottom left: $-gV+gV=0$;
- bottom right: $-gVV^\dagger G_b+1+gVV^\dagger G_b=1$.

By cyclicity, $\mathrm{tr}(G_bVV^\dagger G_b)=V^\dagger G_b^2V=-S'$. Therefore

$$\mathrm{tr}(z-H)^{-1}-\mathrm{tr}\,G_b=g-g\,S'=\frac{1-S'(z)}{z-e_a-S(z)}.$$

The first term, $g$, belongs to the atom and the second, $-gS'$, to the substrate.

## Two levels, and no coupling at all

Take one substrate level at energy 0, $e_a=0$ and $V=1$, and evaluate at $z=2i$. Then $S=1/z=-i/2$ and $S'=-1/z^2=1/4$, so the formula gives

$$\frac{3/4}{5i/2}=-0.3\,i.$$

Directly, $H$ has eigenvalues $\pm1$, and $\frac{1}{2i-1}+\frac{1}{2i+1}-\frac{1}{2i}=-0.8i+0.5i=-0.3i$. The total density of states at $E=0$, $\eta=2$ thus rises by $0.3/\pi$: the atom contributes $0.4/\pi$ and the substrate loses $0.1/\pi$.

If $V=0$, then $S=S'=0$ and the trace changes by $1/(z-e_a)$, which adds a single Lorentzian centred at $e_a$ to the density of states. An empty substrate gives the same expression.

## What the Lean statements say about the cluster

The type `n` labels the substrate orbitals and may be any finite type, including an empty one. The coupled system is indexed by `Unit ⊕ n`, where `Unit` is the single adsorbate orbital.

- `green H z` is the resolvent $(z-H)^{-1}$.
- `coupled ea V Hb` is $H$. The vector `V` stands in the lower left block, so `V i` is the matrix element from the adsorbate to substrate orbital `i`.
- `selfEnergy Hb V z` is $S(z)$, often written $\Sigma(z)$ elsewhere. The `star` conjugates the left copy of $V$.
- `dos H η E` is $-\frac1\pi\mathrm{Im}\,\mathrm{tr}(E+i\eta-H)^{-1}$, which for Hermitian $H$ and $\eta>0$ is a sum of Lorentzians that counts orbital states without a spin factor.

The main theorem, `trace_green_coupled_sub`, assumes `hH`, that `Hb` is Hermitian, and `hz`, that `z` has nonzero imaginary part. The type `ea : ℝ` makes the adsorbate level real, so it has no decay built in by hand. The conclusion is the trace formula, with $S'$ written as `deriv (selfEnergy Hb V) z`. Lean's `deriv` is zero wherever a function has no derivative, so `hasDerivAt_selfEnergy` is needed to show that this is the true complex derivative. The theorem `dos_coupled_sub` is the plotting formula from the opening, for every real $E$ and every $\eta>0$.

The model takes the basis as orthonormal and leaves $H_b$ unchanged by adsorption. Within this model, an extended surface is reached by the limit of an infinite substrate, followed by $\eta\to0$; the theorems concern a finite substrate at fixed $\eta$. In electronic structure, the formula gives the adsorbate-induced density of states in Newns–Anderson-type models of chemisorption, with electron repulsion either left out or replaced by a fixed mean-field $e_a$.

```lean
import Mathlib

open Matrix Filter
open scoped Topology ComplexOrder

namespace AdsorbateInducedStates

noncomputable section

variable {n : Type*} [Fintype n] [DecidableEq n]

/-- The resolvent `(z - H)⁻¹` of a matrix `H`, for `z` outside the spectrum of `H`. -/
def green (H : Matrix n n ℂ) (z : ℂ) : Matrix n n ℂ := (z • (1 : Matrix n n ℂ) - H)⁻¹

/-- The coupling vector `V` written as a matrix with a single column. -/
def coupling (V : n → ℂ) : Matrix n Unit ℂ := Matrix.of fun i _ => V i

/-- The Hamiltonian of a level `ea` coupled by the vector `V` to a substrate `Hb`. -/
def coupled (ea : ℝ) (V : n → ℂ) (Hb : Matrix n n ℂ) : Matrix (Unit ⊕ n) (Unit ⊕ n) ℂ :=
  fromBlocks ((ea : ℂ) • 1) (coupling V)ᴴ (coupling V) Hb

/-- The self-energy `S(z) = V* (z - Hb)⁻¹ V`, for `z` outside the spectrum of `Hb`. -/
def selfEnergy (Hb : Matrix n n ℂ) (V : n → ℂ) (z : ℂ) : ℂ :=
  star V ⬝ᵥ (green Hb z *ᵥ V)

/-- The total density of states at energy `E` with broadening `η`, `-(1/π) Im tr (E + iη - H)⁻¹`,
for Hermitian `H` and `η > 0`. -/
def dos (H : Matrix n n ℂ) (η E : ℝ) : ℝ :=
  -(1 / Real.pi) * (trace (green H (E + η * Complex.I))).im

omit [Fintype n] [DecidableEq n] in
/-- A real level coupled to a Hermitian substrate has a Hermitian Hamiltonian. -/
theorem coupled_isHermitian (ea : ℝ) (V : n → ℂ) {Hb : Matrix n n ℂ}
    (hH : Hb.IsHermitian) : (coupled ea V Hb).IsHermitian := by
  refine Matrix.IsHermitian.fromBlocks ?_ (conjTranspose_conjTranspose _) hH
  simp [Matrix.IsHermitian, conjTranspose_smul]

/-- For Hermitian `H` and nonreal `z` the matrix `z - H` is invertible. -/
theorem isUnit_det_sub {H : Matrix n n ℂ} (hH : H.IsHermitian) {z : ℂ} (hz : z.im ≠ 0) :
    IsUnit (z • (1 : Matrix n n ℂ) - H).det := by
  rw [isUnit_iff_ne_zero]
  intro hdet
  obtain ⟨v, hv0, hv⟩ := Matrix.exists_mulVec_eq_zero_iff.2 hdet
  rw [Matrix.sub_mulVec, Matrix.smul_mulVec, Matrix.one_mulVec, sub_eq_zero] at hv
  -- `v* H v` is real because `H` is Hermitian
  have h1 : star (H *ᵥ v) ⬝ᵥ v = star v ⬝ᵥ (H *ᵥ v) := by
    rw [Matrix.star_mulVec, hH.eq, Matrix.dotProduct_mulVec]
  rw [← hv, star_smul, smul_dotProduct, dotProduct_smul, smul_eq_mul, smul_eq_mul] at h1
  have hn : star v ⬝ᵥ v ≠ 0 := fun h =>
    hv0 (dotProduct_star_self_eq_zero.1 (by simpa only [dotProduct_comm] using h))
  exact hz (Complex.conj_eq_iff_im.1 (mul_right_cancel₀ hn h1))

/-- The resolvent identity `G(w) - G(z) = (z - w) G(w) G(z)` for Hermitian `H` and
nonreal `w`, `z`. -/
theorem green_sub_green {H : Matrix n n ℂ} (hH : H.IsHermitian) {w z : ℂ}
    (hw : w.im ≠ 0) (hz : z.im ≠ 0) :
    green H w - green H z = (z - w) • (green H w * green H z) := by
  have h1 : green H w * (w • (1 : Matrix n n ℂ) - H) = 1 :=
    Matrix.nonsing_inv_mul _ (isUnit_det_sub hH hw)
  have h2 : (z • (1 : Matrix n n ℂ) - H) * green H z = 1 :=
    Matrix.mul_nonsing_inv _ (isUnit_det_sub hH hz)
  have h3 : (z • (1 : Matrix n n ℂ) - H) - (w • (1 : Matrix n n ℂ) - H)
      = (z - w) • (1 : Matrix n n ℂ) := by module
  have h4 : green H w * ((z • (1 : Matrix n n ℂ) - H) - (w • (1 : Matrix n n ℂ) - H))
      * green H z = green H w - green H z := by
    rw [Matrix.mul_sub (green H w) (z • (1 : Matrix n n ℂ) - H), h1, Matrix.sub_mul,
      Matrix.one_mul, Matrix.mul_assoc, h2, Matrix.mul_one]
  rw [← h4, h3, Matrix.mul_smul, Matrix.smul_mul, Matrix.mul_one]

/-- For a Hermitian substrate and nonreal `z` the self-energy is complex differentiable,
with `S'(z) = -V* (z - Hb)⁻² V`. -/
theorem hasDerivAt_selfEnergy {Hb : Matrix n n ℂ} (hH : Hb.IsHermitian) (V : n → ℂ)
    {z : ℂ} (hz : z.im ≠ 0) :
    HasDerivAt (selfEnergy Hb V) (-(star V ⬝ᵥ ((green Hb z * green Hb z) *ᵥ V))) z := by
  -- the resolvent is continuous at `z`, by Cramer's rule
  have hG : ContinuousAt (green Hb) z := by
    have he : green Hb = fun w => (w • (1 : Matrix n n ℂ) - Hb).det⁻¹ •
        (w • (1 : Matrix n n ℂ) - Hb).adjugate := by
      funext w
      rw [green, Matrix.inv_def, Ring.inverse_eq_inv']
    have hc : Continuous fun w : ℂ => w • (1 : Matrix n n ℂ) - Hb :=
      (continuous_id.smul continuous_const).sub continuous_const
    rw [he]
    exact (hc.matrix_det.continuousAt.inv₀ (isUnit_det_sub hH hz).ne_zero).smul
      hc.matrix_adjugate.continuousAt
  have hφ : Continuous fun A : Matrix n n ℂ =>
      -(star V ⬝ᵥ ((A * green Hb z) *ᵥ V)) := by
    refine (continuous_finsetSum _ fun i _ => continuous_const.mul ?_).neg
    exact (continuous_apply i).comp
      ((continuous_id.matrix_mul continuous_const).matrix_mulVec continuous_const)
  have hlim : Tendsto (fun w => -(star V ⬝ᵥ ((green Hb w * green Hb z) *ᵥ V))) (𝓝[≠] z)
      (𝓝 (-(star V ⬝ᵥ ((green Hb z * green Hb z) *ᵥ V)))) :=
    (hφ.continuousAt.tendsto.comp hG.tendsto).mono_left nhdsWithin_le_nhds
  have him : ∀ᶠ w in 𝓝 z, w.im ≠ 0 := Complex.continuous_im.continuousAt.eventually_ne hz
  -- the difference quotient follows from the resolvent identity
  rw [hasDerivAt_iff_tendsto_slope]
  refine hlim.congr' ?_
  filter_upwards [self_mem_nhdsWithin, nhdsWithin_le_nhds him] with w hw hwi
  have hd : selfEnergy Hb V w - selfEnergy Hb V z
      = (z - w) * (star V ⬝ᵥ ((green Hb w * green Hb z) *ᵥ V)) := by
    unfold selfEnergy
    rw [← dotProduct_sub, ← Matrix.sub_mulVec, green_sub_green hH hwi hz,
      Matrix.smul_mulVec, dotProduct_smul, smul_eq_mul]
  rw [slope_def_field, hd, eq_div_iff (sub_ne_zero.2 hw)]
  ring

omit [DecidableEq n] in
/-- Closing a substrate matrix `A` with the coupling on both sides gives the number
`V* A V`, as a one-by-one matrix. -/
theorem coupling_sandwich (V : n → ℂ) (A : Matrix n n ℂ) :
    (coupling V)ᴴ * (A * coupling V) = (star V ⬝ᵥ (A *ᵥ V)) • (1 : Matrix Unit Unit ℂ) := by
  ext ⟨⟩ ⟨⟩
  simp [coupling, Matrix.mul_apply, dotProduct, Matrix.mulVec]

omit [Fintype n] in
/-- The matrix `z - H` of the coupled system in block form. -/
theorem sub_coupled (ea : ℝ) (V : n → ℂ) (Hb : Matrix n n ℂ) (z : ℂ) :
    z • (1 : Matrix (Unit ⊕ n) (Unit ⊕ n) ℂ) - coupled ea V Hb
      = fromBlocks ((z - ea) • 1) (-(coupling V)ᴴ) (-coupling V) (z • 1 - Hb) := by
  ext (i | i) (j | j) <;> simp [coupled, Matrix.one_apply]

/-- For a Hermitian substrate and nonreal `z`,
`det (z - H) = det (z - Hb) (z - ea - S(z))`. -/
theorem det_sub_coupled (ea : ℝ) (V : n → ℂ) {Hb : Matrix n n ℂ} (hH : Hb.IsHermitian)
    {z : ℂ} (hz : z.im ≠ 0) :
    (z • (1 : Matrix (Unit ⊕ n) (Unit ⊕ n) ℂ) - coupled ea V Hb).det
      = (z • (1 : Matrix n n ℂ) - Hb).det * (z - ea - selfEnergy Hb V z) := by
  let : Invertible (z • (1 : Matrix n n ℂ) - Hb) :=
    Matrix.invertibleOfIsUnitDet _ (isUnit_det_sub hH hz)
  have hS : (coupling V)ᴴ * ((z • (1 : Matrix n n ℂ) - Hb)⁻¹ * coupling V)
      = selfEnergy Hb V z • (1 : Matrix Unit Unit ℂ) := coupling_sandwich V _
  rw [sub_coupled, Matrix.det_fromBlocks₂₂, Matrix.invOf_eq_nonsing_inv]
  simp only [Matrix.neg_mul, Matrix.mul_neg, neg_neg, Matrix.mul_assoc]
  rw [hS, ← sub_smul]
  simp [Matrix.det_unique]

/-- Change in the trace of the resolvent due to an adsorbate: for a real level `ea` coupled to a
Hermitian substrate and nonreal `z`, `tr (z - H)⁻¹ - tr (z - Hb)⁻¹ = (1 - S'(z)) / (z - ea - S(z))`.
-/
theorem trace_green_coupled_sub (ea : ℝ) (V : n → ℂ) {Hb : Matrix n n ℂ}
    (hH : Hb.IsHermitian) {z : ℂ} (hz : z.im ≠ 0) :
    trace (green (coupled ea V Hb) z) - trace (green Hb z)
      = (1 - deriv (selfEnergy Hb V) z) / (z - ea - selfEnergy Hb V z) := by
  -- the denominator is nonzero because `z - H` is invertible
  have hne : z - ea - selfEnergy Hb V z ≠ 0 := by
    have h := (isUnit_det_sub (coupled_isHermitian ea V hH) hz).ne_zero
    rw [det_sub_coupled ea V hH hz] at h
    exact right_ne_zero_of_mul h
  obtain ⟨k, hk⟩ : ∃ k, k = (z - ea - selfEnergy Hb V z)⁻¹ := ⟨_, rfl⟩
  obtain ⟨R, hR⟩ : ∃ R, R = green Hb z := ⟨_, rfl⟩
  obtain ⟨C, hC⟩ : ∃ C, C = coupling V := ⟨_, rfl⟩
  have hg : k * (z - ea - selfEnergy Hb V z) = 1 := by rw [hk]; exact inv_mul_cancel₀ hne
  have hD : (z • (1 : Matrix n n ℂ) - Hb) * R = 1 := by
    rw [hR]; exact Matrix.mul_nonsing_inv _ (isUnit_det_sub hH hz)
  have hS : Cᴴ * (R * C) = selfEnergy Hb V z • (1 : Matrix Unit Unit ℂ) := by
    rw [hC, hR]; exact coupling_sandwich V _
  have hS2 : Cᴴ * (R * C * (Cᴴ * R)) = selfEnergy Hb V z • (Cᴴ * R) := by
    rw [← Matrix.mul_assoc, hS, Matrix.smul_mul, Matrix.one_mul]
  have hDC : (z • (1 : Matrix n n ℂ) - Hb) * (R * C) = C := by
    rw [← Matrix.mul_assoc, hD, Matrix.one_mul]
  have hD4 : (z • (1 : Matrix n n ℂ) - Hb) * (R * C * (Cᴴ * R)) = C * (Cᴴ * R) := by
    rw [← Matrix.mul_assoc, hDC]
  -- invert `z - H` block by block
  have hN : green (coupled ea V Hb) z = fromBlocks (k • 1) (k • (Cᴴ * R))
      (k • (R * C)) (R + k • (R * C * (Cᴴ * R))) := by
    refine Matrix.inv_eq_right_inv ?_
    rw [sub_coupled, ← hC, Matrix.fromBlocks_multiply, ← Matrix.fromBlocks_one]
    simp only [Matrix.neg_mul, Matrix.mul_add, Matrix.mul_smul, Matrix.smul_mul,
      Matrix.one_mul, Matrix.mul_one, hS, hS2, hD, hDC, hD4]
    congr 1
    · linear_combination (norm := module) hg • (1 : Matrix Unit Unit ℂ)
    · linear_combination (norm := module) hg • (Cᴴ * R)
    · module
    · module
  -- cyclicity of the trace turns the substrate correction into `-S'(z)`
  have ht : trace (R * C * (Cᴴ * R)) = star V ⬝ᵥ ((R * R) *ᵥ V) := by
    rw [Matrix.trace_mul_comm, Matrix.mul_assoc, ← Matrix.mul_assoc R, hC, coupling_sandwich]
    simp
  have hT : ∀ (A : Matrix Unit Unit ℂ) (B : Matrix Unit n ℂ) (B' : Matrix n Unit ℂ)
      (D : Matrix n n ℂ), trace (fromBlocks A B B' D) = trace A + trace D := by
    intro A B B' D
    simp [Matrix.trace, Fintype.sum_sum_type]
  have h1 : trace (1 : Matrix Unit Unit ℂ) = 1 := by simp
  rw [hN, hT, Matrix.trace_add, Matrix.trace_smul, Matrix.trace_smul, ht, h1,
    (hasDerivAt_selfEnergy hH V hz).deriv, div_eq_mul_inv, ← hk, ← hR, smul_eq_mul,
    smul_eq_mul]
  ring

/-- For a Hermitian substrate and broadening `η > 0`, the adsorbate changes the total density
of states at energy `E` by `-(1/π) Im [(1 - S'(z)) / (z - ea - S(z))]` with `z = E + iη`. -/
theorem dos_coupled_sub (ea : ℝ) (V : n → ℂ) {Hb : Matrix n n ℂ} (hH : Hb.IsHermitian)
    {η : ℝ} (hη : 0 < η) (E : ℝ) :
    dos (coupled ea V Hb) η E - dos Hb η E
      = -(1 / Real.pi) * ((1 - deriv (selfEnergy Hb V) (E + η * Complex.I)) /
          (E + η * Complex.I - ea - selfEnergy Hb V (E + η * Complex.I))).im := by
  have hz : ((E : ℂ) + η * Complex.I).im ≠ 0 := by simpa using hη.ne'
  rw [← trace_green_coupled_sub ea V hH hz, Complex.sub_im]
  unfold dos
  ring

end

end AdsorbateInducedStates
```

```lean
#print axioms AdsorbateInducedStates.hasDerivAt_selfEnergy
#print axioms AdsorbateInducedStates.dos_coupled_sub
```

```
'AdsorbateInducedStates.hasDerivAt_selfEnergy' depends on axioms: [propext, Classical.choice, Quot.sound]
'AdsorbateInducedStates.dos_coupled_sub' depends on axioms: [propext, Classical.choice, Quot.sound]
```

## From the block inverse to the Lean proof

`coupled_isHermitian` shows that $H$ is Hermitian, and `isUnit_det_sub` then makes $z-H$ invertible. The latter follows the argument above: a zero determinant yields a nonzero null vector `v`, and the reality of $v^\dagger Hv$ forces $z$ to equal its conjugate, against `hz`.

`green_sub_green` is the resolvent identity. In `hasDerivAt_selfEnergy`, continuity of the resolvent comes from Cramer's rule: the inverse is the adjugate divided by the determinant, both continuous in $z$, and the determinant is nonzero. The derivative is then obtained as the limit of the difference quotient. The resolvent identity rewrites that quotient at points $w\neq z$ close enough to $z$ to be nonreal themselves.

`coupling_sandwich` turns the matrix product $V^\dagger AV$, which is one-by-one, into a number times the identity. `sub_coupled` writes $z-H$ in blocks. `det_sub_coupled` gives the determinant factorisation through Mathlib's Schur complement formula `Matrix.det_fromBlocks₂₂`, which replaces the row operation above.

In the main theorem, `hne` extracts the nonzero denominator from that factorisation. The letters `k`, `R` and `C` stand for $g$, $G_b(z)$ and the column $V$. The step `hN` states the block inverse, and `Matrix.inv_eq_right_inv` reduces it to the multiplication check. Of the four resulting goals, the two in the top row use `hg`, which says $g(z-e_a-S)=1$; the two in the bottom row close by `module` alone. The step `ht` is the cyclicity of the trace, and `hT` splits the trace of a block matrix into its diagonal blocks. The last rewrite inserts the value of $S'$, and `ring` collects the terms.

For `dos_coupled_sub`, the condition $\eta>0$ makes $E+i\eta$ nonreal. The result is the imaginary part of the trace formula, multiplied by $-1/\pi$.
